# At fixed reorganization energy, the self-exchange exponent of a harmonic mode decreases with frequency from its classical Marcus value

In estimating the rate of a self-exchange electron transfer from a set of vibrational modes, it is useful to know which modes may be treated classically. A classical mode with reorganization energy $\lambda$ contributes $e^{-\lambda/(4T)}$ to the exponential factor of the rate, where $T$ is the temperature and $\hbar = k_B = 1$. In the saddle-point approximation to the golden-rule rate, a quantum harmonic mode whose angular frequency $w$ is the same before and after the transfer contributes instead $e^{-E(w)}$, with the exponent

$$E(w) = \frac{\lambda}{w}\tanh\frac{w}{4T}.$$

For $\lambda, w, T > 0$ the classical value $\lambda/(4T)$ of the exponent is always too large, by less than $\lambda w^2/(192T^3)$, so the classical exponential factor is too small. When this bound is much smaller than 1, using the classical value for the mode changes the exponential factor of the rate only slightly. Relative to the classical value the error in the exponent is below $w^2/(48T^2)$, or about 2% when $w = T$.

The mathematics takes place in the real numbers, with Mathlib's hyperbolic functions and limits.

```lean
import Mathlib

open Filter Topology

namespace MarcusNuclearTunnelling

noncomputable section
```

## The exponent as a thermal overlap at half the inverse temperature

Let the nuclear Hamiltonians before and after the transfer, $H_1$ and $H_2$, be harmonic wells of equal frequency and equal minimum energy, displaced from each other. The thermal overlap at imaginary time $\tau$, with $0 \le \tau \le 1/T$, is

$$\frac{\mathrm{Tr}\,\bigl[e^{-(1/T-\tau)H_1}e^{-\tau H_2}\bigr]}{\mathrm{Tr}\,e^{-H_1/T}} = e^{-G(\tau)},$$

$$G(\tau) = \frac{\lambda}{w}\,\frac{\cosh\frac{w}{2T} - \cosh\bigl(w(\frac{1}{2T}-\tau)\bigr)}{\sinh\frac{w}{2T}}.$$

The development starts from this closed form of $G$ as a definition and does not derive it from the traces. In Lean, `lam`, `w`, `T` and `τ` are real numbers, and positivity enters as a hypothesis of the theorems.

```lean
/-- Exponent of the thermal overlap function of a displaced harmonic mode at imaginary time `τ`,
for reorganization energy `lam`, frequency `w` and temperature `T` (units `ħ = k_B = 1`). -/
def imagTimeAction (lam w T τ : ℝ) : ℝ :=
  lam / w * ((Real.cosh (w / (2 * T)) - Real.cosh (w * (1 / (2 * T) - τ))) /
    Real.sinh (w / (2 * T)))
```

The exponent $E$ has its own definition. Frequency and reorganization energy are independent arguments, so varying $w$ at fixed $\lambda$ also changes the displacement between the wells.

```lean
/-- Self-exchange exponent of a mode with reorganization energy `lam` and frequency `w`
at temperature `T`. -/
def exchangeExponent (lam w T : ℝ) : ℝ :=
  lam / w * Real.tanh (w / (4 * T))
```

The two definitions are linked by the half-angle formula. Since $\cosh 2x - 1 = 2\sinh^2 x$ and $\sinh 2x = 2\sinh x\cosh x$,

$$\tanh\frac{w}{4T} = \frac{\cosh\frac{w}{2T} - 1}{\sinh\frac{w}{2T}}.$$

Subtracting $G$ from $E$ cancels the first hyperbolic cosine:

$$E - G(\tau) = \frac{\lambda}{w}\,\frac{\cosh\bigl(w(\frac{1}{2T}-\tau)\bigr) - 1}{\sinh\frac{w}{2T}} \ge 0.$$

Equality requires the argument of the remaining cosine to vanish, which means $\tau = 1/(2T)$. Thus $E$ is the maximum of $G$ along the imaginary-time axis. In a golden-rule treatment with constant electronic coupling, the rate is proportional to the time integral of the product of the factors $e^{-G}$ of all modes, continued to complex $\tau$. The point $\tau = 1/(2T)$ is a saddle point of the integrand, and the saddle-point approximation there gives each mode the factor $e^{-E}$; the prefactor is a separate matter. The approximation presupposes a dense spectrum of modes or some broadening. For a single undamped mode the integrand is periodic in real time and the integral diverges, so such a mode has no rate of its own.

The theorem states the inequality and the equality condition for every real $\tau$. In its proof, `half` is the half-angle formula and `gap` is the displayed difference.

```lean
/-- The imaginary-time exponent never exceeds the self-exchange exponent, and equals it exactly
at half the inverse temperature. -/
theorem imagTimeAction_le_exchangeExponent {lam w T : ℝ} (hl : 0 < lam) (hw : 0 < w)
    (hT : 0 < T) (τ : ℝ) :
    imagTimeAction lam w T τ ≤ exchangeExponent lam w T ∧
      (imagTimeAction lam w T τ = exchangeExponent lam w T ↔ τ = 1 / (2 * T)) := by
  have hp : 0 < lam / w := div_pos hl hw
  have hS : 0 < Real.sinh (w / (2 * T)) := Real.sinh_pos_iff.2 (by positivity)
  -- half-angle formula for the hyperbolic tangent
  have half : Real.tanh (w / (4 * T)) =
      (Real.cosh (w / (2 * T)) - 1) / Real.sinh (w / (2 * T)) := by
    have hx : w / (2 * T) = 2 * (w / (4 * T)) := by ring
    have hs : 0 < Real.sinh (w / (4 * T)) := Real.sinh_pos_iff.2 (by positivity)
    have hc := Real.cosh_pos (w / (4 * T))
    rw [hx, Real.tanh_eq_sinh_div_cosh, Real.cosh_two_mul, Real.sinh_two_mul,
      div_eq_div_iff hc.ne' (by positivity)]
    linear_combination (-Real.cosh (w / (4 * T))) * Real.cosh_sq (w / (4 * T))
  have gap : exchangeExponent lam w T - imagTimeAction lam w T τ =
      lam / w * ((Real.cosh (w * (1 / (2 * T) - τ)) - 1) / Real.sinh (w / (2 * T))) := by
    unfold exchangeExponent imagTimeAction
    rw [half]
    ring
  refine ⟨?_, ?_, ?_⟩
  · have h := mul_nonneg hp.le (div_nonneg
      (sub_nonneg.2 (Real.one_le_cosh (w * (1 / (2 * T) - τ)))) hS.le)
    linarith
  · intro h
    by_contra hne
    have hy : w * (1 / (2 * T) - τ) ≠ 0 :=
      mul_ne_zero hw.ne' (sub_ne_zero.2 (Ne.symm hne))
    have h' := mul_pos hp (div_pos (sub_pos.2 (Real.one_lt_cosh.2 hy)) hS)
    linarith
  · intro h
    have h1 : Real.cosh (w * (1 / (2 * T) - τ)) = 1 := by
      rw [h, sub_self, mul_zero, Real.cosh_zero]
    rw [h1, sub_self, zero_div, mul_zero] at gap
    linarith
```

## Bounds on the hyperbolic tangent

The quotient rule applied to $\sinh x/\cosh x$ gives

$$\frac{d}{dx}\tanh x = \frac{\cosh^2 x - \sinh^2 x}{\cosh^2 x} = 1 - \tanh^2 x.$$

```lean
/-- The slope of the hyperbolic tangent is one minus its square. -/
theorem hasDerivAt_tanh (x : ℝ) : HasDerivAt Real.tanh (1 - Real.tanh x ^ 2) x := by
  have hf : Real.tanh = fun y => Real.sinh y / Real.cosh y :=
    funext Real.tanh_eq_sinh_div_cosh
  have hc := (Real.cosh_pos x).ne'
  rw [hf]
  refine ((Real.hasDerivAt_sinh x).fun_div (Real.hasDerivAt_cosh x) hc).congr_deriv ?_
  field_simp
```

For $y > 0$ the function $y - \tanh y$ has derivative $\tanh^2 y > 0$, and it vanishes at $y = 0$. Hence $\tanh x < x$ for $x > 0$. This first bound gives the second: the function $\tanh y - y + y^3/3$ also vanishes at zero, and its derivative

$$(1 - \tanh^2 y) - 1 + y^2 = y^2 - \tanh^2 y$$

is positive for $y > 0$. Therefore

$$x - \frac{x^3}{3} < \tanh x < x \qquad (x > 0).$$

Both halves of the proof use `strictMonoOn_of_deriv_pos` on $[0,\infty)$. It asks for a positive derivative only in the interior, so the zero derivative at the endpoint does no harm.

```lean
/-- For positive argument the hyperbolic tangent lies strictly between its cubic and its linear
Taylor polynomial. -/
theorem tanh_bounds {x : ℝ} (hx : 0 < x) :
    x - x ^ 3 / 3 < Real.tanh x ∧ Real.tanh x < x := by
  have hpos : ∀ y : ℝ, 0 < y → 0 < Real.tanh y := fun y hy => by
    rw [Real.tanh_eq_sinh_div_cosh]
    exact div_pos (Real.sinh_pos_iff.2 hy) (Real.cosh_pos y)
  -- the linear bound: `y - tanh y` has derivative `tanh y ^ 2`
  have hlin : ∀ z : ℝ, 0 < z → Real.tanh z < z := by
    intro z hz
    have hd : ∀ y : ℝ, HasDerivAt (fun y => y - Real.tanh y) (Real.tanh y ^ 2) y := fun y =>
      ((hasDerivAt_id' y).fun_sub (hasDerivAt_tanh y)).congr_deriv (by ring)
    have hm : StrictMonoOn (fun y => y - Real.tanh y) (Set.Ici 0) := by
      apply strictMonoOn_of_deriv_pos (convex_Ici 0)
      · exact fun y _ => (hd y).continuousAt.continuousWithinAt
      · intro y hy
        rw [interior_Ici] at hy
        rw [(hd y).deriv]
        exact pow_pos (hpos y hy) 2
    have h := hm (Set.mem_Ici.2 le_rfl) (Set.mem_Ici.2 hz.le) hz
    simp only [Real.tanh_zero, sub_zero] at h
    linarith
  refine ⟨?_, hlin x hx⟩
  -- the cubic bound: the difference has derivative `y ^ 2 - tanh y ^ 2`
  have hd : ∀ y : ℝ, HasDerivAt (fun y => Real.tanh y - y + y ^ 3 / 3)
      (y ^ 2 - Real.tanh y ^ 2) y := fun y =>
    (((hasDerivAt_tanh y).fun_sub (hasDerivAt_id' y)).fun_add
      ((hasDerivAt_pow 3 y).div_const 3)).congr_deriv (by
        simp only [Nat.cast_ofNat, Nat.reduceSub]
        ring)
  have hm : StrictMonoOn (fun y => Real.tanh y - y + y ^ 3 / 3) (Set.Ici 0) := by
    apply strictMonoOn_of_deriv_pos (convex_Ici 0)
    · exact fun y _ => (hd y).continuousAt.continuousWithinAt
    · intro y hy
      rw [interior_Ici] at hy
      rw [(hd y).deriv]
      nlinarith [hpos y hy, hlin y hy]
  have h := hm (Set.mem_Ici.2 le_rfl) (Set.mem_Ici.2 hx.le) hx
  norm_num [Real.tanh_zero] at h
  linarith
```

The frequency dependence of $E$ is governed by $\tanh x/x$, whose derivative is

$$\frac{(1-\tanh^2 x)\,x - \tanh x}{x^2}.$$

Multiplying the numerator by $\cosh^2 x > 0$ turns it into $x - \sinh x\cosh x$. This is negative, because $x < \sinh x \le \sinh x\cosh x$ for $x > 0$. The ratio is therefore strictly decreasing. The multiplied numerator is `h2` in the proof, and the two inequalities are `hs` and `hsc`.

```lean
/-- The ratio `tanh x / x` is strictly decreasing for positive `x`. -/
theorem tanh_div_self_strictAntiOn :
    StrictAntiOn (fun x : ℝ => Real.tanh x / x) (Set.Ioi 0) := by
  have hd : ∀ y : ℝ, 0 < y → HasDerivAt (fun x : ℝ => Real.tanh x / x)
      (((1 - Real.tanh y ^ 2) * y - Real.tanh y * 1) / y ^ 2) y := fun y hy =>
    (hasDerivAt_tanh y).fun_div (hasDerivAt_id' y) hy.ne'
  apply strictAntiOn_of_deriv_neg (convex_Ioi 0)
  · exact fun y hy => (hd y hy).continuousAt.continuousWithinAt
  · intro y hy
    rw [interior_Ioi] at hy
    have hy0 : 0 < y := hy
    rw [(hd y hy0).deriv]
    apply div_neg_of_neg_of_pos _ (pow_pos hy0 2)
    have htc : Real.tanh y * Real.cosh y = Real.sinh y := by
      rw [Real.tanh_eq_sinh_div_cosh, div_mul_cancel₀ _ (Real.cosh_pos y).ne']
    have h1 : (1 - Real.tanh y ^ 2) * Real.cosh y ^ 2 = 1 := by
      linear_combination Real.cosh_sq y - (Real.tanh y * Real.cosh y + Real.sinh y) * htc
    -- the sign is that of `y - sinh y * cosh y`
    have h2 : ((1 - Real.tanh y ^ 2) * y - Real.tanh y * 1) * Real.cosh y ^ 2 =
        y - Real.sinh y * Real.cosh y := by
      linear_combination y * h1 - Real.cosh y * htc
    have hs : y < Real.sinh y := Real.self_lt_sinh_iff.2 hy0
    have hsc : Real.sinh y ≤ Real.sinh y * Real.cosh y :=
      le_mul_of_one_le_right (hy0.trans hs).le (Real.one_le_cosh y)
    by_contra h
    have h3 := mul_nonneg (not_lt.1 h) (sq_nonneg (Real.cosh y))
    linarith
```

## The size of the tunnelling reduction

Set $x = w/(4T)$ in the bounds on $\tanh x$ and multiply by $\lambda/w$. The linear term becomes $\lambda/(4T)$, and the cubic term becomes

$$\frac{\lambda}{w}\cdot\frac{1}{3}\left(\frac{w}{4T}\right)^3 = \frac{\lambda w^2}{192T^3}.$$

It follows that

$$0 < \frac{\lambda}{4T} - E(w) < \frac{\lambda w^2}{192T^3}.$$

The left inequality expresses the effect of nuclear tunnelling in this model: the exponent is lowered, and the factor $e^{-E}$ is raised, at every positive frequency. In the proof, `e1` and `e2` are the two conversions after the substitution.

```lean
/-- The self-exchange exponent lies below the classical Marcus value `lam / (4 T)` by a positive
amount smaller than `lam w² / (192 T³)`. -/
theorem tunnelling_reduction_bounds {lam w T : ℝ} (hl : 0 < lam) (hw : 0 < w) (hT : 0 < T) :
    0 < lam / (4 * T) - exchangeExponent lam w T ∧
      lam / (4 * T) - exchangeExponent lam w T < lam * w ^ 2 / (192 * T ^ 3) := by
  obtain ⟨h1, h2⟩ := tanh_bounds (show 0 < w / (4 * T) by positivity)
  have hp : 0 < lam / w := div_pos hl hw
  have a := mul_lt_mul_of_pos_left h1 hp
  have b := mul_lt_mul_of_pos_left h2 hp
  have e1 : lam / w * (w / (4 * T)) = lam / (4 * T) := by field_simp
  have e2 : lam / w * (w / (4 * T) - (w / (4 * T)) ^ 3 / 3) =
      lam / (4 * T) - lam * w ^ 2 / (192 * T ^ 3) := by
    first
      | (field_simp; done)
      | (field_simp; ring)
  rw [e1] at b
  rw [e2] at a
  unfold exchangeExponent
  constructor <;> linarith
```

## Frequency dependence and the classical limit

Three statements now follow for fixed $\lambda, T > 0$.

First, with $x = w/(4T)$,

$$E(w) = \frac{\lambda}{4T}\,\frac{\tanh x}{x}.$$

Since $x$ increases with $w$ and $\tanh x/x$ strictly decreases, $E$ is strictly decreasing in $w$.

Second, $E(w) < \lambda/(4T)$ by the reduction bound, and $E(w) < \lambda/w$ because $\tanh x < 1$. Together,

$$E(w) < \min\left(\frac{\lambda}{4T}, \frac{\lambda}{w}\right).$$

Third, the reduction bound encloses the exponent:

$$\frac{\lambda}{4T} - \frac{\lambda w^2}{192T^3} < E(w) < \frac{\lambda}{4T}.$$

Both ends tend to $\lambda/(4T)$ as $w \to 0^+$, and so does $E(w)$.

In the theorem, `StrictAntiOn` on `Set.Ioi 0` means strictly decreasing over positive frequencies. The filter `𝓝[>] 0` expresses the approach to zero from above, so the value that Lean assigns to $\lambda/w$ at $w = 0$ plays no part.

```lean
/-- The self-exchange exponent strictly decreases with the mode frequency, lies strictly below
both `lam / (4 T)` and `lam / w`, and tends to the classical Marcus value `lam / (4 T)` as the
frequency tends to zero. -/
theorem exchangeExponent_main {lam T : ℝ} (hl : 0 < lam) (hT : 0 < T) :
    StrictAntiOn (fun w => exchangeExponent lam w T) (Set.Ioi 0) ∧
      (∀ w, 0 < w → exchangeExponent lam w T < min (lam / (4 * T)) (lam / w)) ∧
      Tendsto (fun w => exchangeExponent lam w T) (𝓝[>] 0) (𝓝 (lam / (4 * T))) := by
  have h4 : 0 < 4 * T := by positivity
  refine ⟨?_, ?_, ?_⟩
  · -- in the variable `w / (4 T)` the exponent is a multiple of `tanh x / x`
    have e : ∀ w : ℝ, 0 < w → exchangeExponent lam w T =
        lam / (4 * T) * (Real.tanh (w / (4 * T)) / (w / (4 * T))) := by
      intro w hw
      unfold exchangeExponent
      generalize Real.tanh (w / (4 * T)) = t
      field_simp
    intro a ha b hb hab
    show exchangeExponent lam b T < exchangeExponent lam a T
    rw [e a ha, e b hb]
    exact mul_lt_mul_of_pos_left
      (tanh_div_self_strictAntiOn (Set.mem_Ioi.2 (div_pos ha h4))
        (Set.mem_Ioi.2 (div_pos hb h4)) (div_lt_div_of_pos_right hab h4)) (div_pos hl h4)
  · intro w hw
    apply lt_min
    · linarith [(tunnelling_reduction_bounds hl hw hT).1]
    · have ht : Real.tanh (w / (4 * T)) < 1 := by
        rw [Real.tanh_eq_sinh_div_cosh, div_lt_one (Real.cosh_pos _)]
        exact Real.sinh_lt_cosh _
      have h := mul_lt_mul_of_pos_left ht (div_pos hl hw)
      rw [mul_one] at h
      exact h
  · -- squeeze between the quadratic lower bound and the classical value
    have hc : Continuous (fun w : ℝ => lam / (4 * T) - lam * w ^ 2 / (192 * T ^ 3)) := by
      fun_prop
    have h := (hc.tendsto 0).mono_left (nhdsWithin_le_nhds (s := Set.Ioi 0))
    have e : lam / (4 * T) - lam * (0 : ℝ) ^ 2 / (192 * T ^ 3) = lam / (4 * T) := by ring
    simp only [e] at h
    refine tendsto_of_tendsto_of_tendsto_of_le_of_le' h tendsto_const_nhds ?_ ?_
    · filter_upwards [self_mem_nhdsWithin] with w hw
      linarith [(tunnelling_reduction_bounds hl hw hT).2]
    · filter_upwards [self_mem_nhdsWithin] with w hw
      linarith [(tunnelling_reduction_bounds hl hw hT).1]
```

## Several modes

For independent modes the exponents $G$ add, and each reaches its maximum at the same $\tau = 1/(2T)$. The total exponent is then the sum of the single-mode values. Let $s$ be a nonempty finite set of modes $j$, with positive $\lambda_j$ and $w_j$ and a common temperature. Adding the single-mode inequalities gives

$$\sum_{j\in s}\frac{\lambda_j}{w_j}\tanh\frac{w_j}{4T} < \frac{1}{4T}\sum_{j\in s}\lambda_j.$$

One mode is enough for strict inequality; for an empty set both sides would be zero. The Lean statement places no further restriction on the frequencies, which may coincide or differ widely.

```lean
/-- For a nonempty finite set of modes the total self-exchange exponent is strictly below the
classical Marcus value of the total reorganization energy. -/
theorem multimode_exponent_lt_classical {ι : Type*} {s : Finset ι} (hs : s.Nonempty)
    {lam w : ι → ℝ} {T : ℝ} (hl : ∀ j ∈ s, 0 < lam j) (hw : ∀ j ∈ s, 0 < w j) (hT : 0 < T) :
    ∑ j ∈ s, exchangeExponent (lam j) (w j) T < (∑ j ∈ s, lam j) / (4 * T) := by
  rw [Finset.sum_div]
  apply Finset.sum_lt_sum_of_nonempty hs
  intro j hj
  linarith [(tunnelling_reduction_bounds (hl j hj) (hw j hj) hT).1]
```

## The low-temperature limit

At fixed $w > 0$ the other bound, $\lambda/w$, is approached as $T \to 0^+$. To see this, write $c = \cosh x$ and $s = \sinh x$ for $x > 0$, with $s$ now denoting a number. From $(c-s)(c+s) = 1$ and $(c-s)c > 0$ it follows that $(c-s)s < 1$. Since $x < s$,

$$x(c-s) < (c-s)s < 1 \le c.$$

Dividing by $xc$ gives $1 - \tanh x \le 1/x$. With $x = w/(4T)$,

$$1 - \frac{4T}{w} \le \tanh\frac{w}{4T} \le 1,$$

and a squeeze followed by multiplication by $\lambda/w$ gives the limit. Physically, $\lambda/w$ is the Huang–Rhys factor of the mode, and $e^{-\lambda/w}$ is the squared overlap of the two vibrational ground states.

The lower bound on $\tanh x$ is `key` in the proof. The theorem allows any real `lam`, since the argument does not use the sign of $\lambda$.

```lean
/-- At fixed mode frequency the self-exchange exponent tends to `lam / w` as the temperature
tends to zero. -/
theorem exchangeExponent_zero_temperature (lam : ℝ) {w : ℝ} (hw : 0 < w) :
    Tendsto (fun T => exchangeExponent lam w T) (𝓝[>] 0) (𝓝 (lam / w)) := by
  -- an elementary lower bound that tends to 1 for large argument
  have key : ∀ x : ℝ, 0 < x → 1 - 1 / x ≤ Real.tanh x := by
    intro x hx
    have hc := Real.cosh_pos x
    have hs : x < Real.sinh x := Real.self_lt_sinh_iff.2 hx
    have hcs : 0 < Real.cosh x - Real.sinh x := sub_pos.2 (Real.sinh_lt_cosh x)
    have h1 := mul_le_mul_of_nonneg_left hs.le hcs.le
    have h2 := mul_pos hcs hc
    have h3 : (Real.cosh x - Real.sinh x) * x ≤ Real.cosh x := by
      nlinarith [Real.cosh_sq x, Real.one_le_cosh x]
    rw [Real.tanh_eq_sinh_div_cosh, sub_le_iff_le_add, div_add_div _ _ hc.ne' hx.ne',
      le_div_iff₀ (mul_pos hc hx)]
    linarith
  have hcont : Continuous (fun T : ℝ => 1 - 4 * T / w) := by fun_prop
  have h := (hcont.tendsto 0).mono_left (nhdsWithin_le_nhds (s := Set.Ioi 0))
  have e : 1 - 4 * (0 : ℝ) / w = 1 := by ring
  simp only [e] at h
  have ht : Tendsto (fun T : ℝ => Real.tanh (w / (4 * T))) (𝓝[>] 0) (𝓝 1) := by
    refine tendsto_of_tendsto_of_tendsto_of_le_of_le' h tendsto_const_nhds ?_ ?_
    · filter_upwards [self_mem_nhdsWithin] with T hT
      have hT0 : 0 < T := hT
      have hk := key (w / (4 * T)) (by positivity)
      rw [one_div_div] at hk
      exact hk
    · filter_upwards with T
      rw [Real.tanh_eq_sinh_div_cosh, div_le_one (Real.cosh_pos _)]
      exact (Real.sinh_lt_cosh _).le
  have h' := ht.const_mul (lam / w)
  rw [mul_one] at h'
  exact h'

end

end MarcusNuclearTunnelling
```

```lean
#print axioms MarcusNuclearTunnelling.imagTimeAction_le_exchangeExponent
#print axioms MarcusNuclearTunnelling.exchangeExponent_main
#print axioms MarcusNuclearTunnelling.multimode_exponent_lt_classical
#print axioms MarcusNuclearTunnelling.exchangeExponent_zero_temperature
```

```
'MarcusNuclearTunnelling.imagTimeAction_le_exchangeExponent' depends on axioms: [propext, Classical.choice, Quot.sound]
'MarcusNuclearTunnelling.exchangeExponent_main' depends on axioms: [propext, Classical.choice, Quot.sound]
'MarcusNuclearTunnelling.multimode_exponent_lt_classical' depends on axioms: [propext, Classical.choice, Quot.sound]
'MarcusNuclearTunnelling.exchangeExponent_zero_temperature' depends on axioms: [propext, Classical.choice, Quot.sound]
```
